# Every finite real linear least-squares problem has a solution in the range of AᵀA

When data b are fitted by a linear model A, the parameters x that minimise the squared error are those that satisfy the normal equations AᵀA x = Aᵀb. The declaration `exists_source` says that some solution has the form x = AᵀA w, or equivalently that (AᵀA)(AᵀA)w = Aᵀb can be solved for w. The matrix is real with finitely many rows and columns, but it need not be square or of full rank, and w is not claimed to be unique. The proof shows that (AᵀA)(AᵀA) and Aᵀ have the same range, because the first range lies inside the second and the two ranks are equal. Since Aᵀb is in the range of Aᵀ, the required w exists.

As first written in Lean, the proof fails:

```lean
import Mathlib

open Matrix Filter Topology

namespace ExistsSource

noncomputable section

variable {m n : Type*} [Fintype m] [Fintype n]

/-- For any matrix and data there is a vector `w` with `(AᵀA)(AᵀA) w = Aᵀ b`. -/
theorem exists_source (A : Matrix m n ℝ) (b : m → ℝ) :
    ∃ w, (Aᵀ * A) *ᵥ ((Aᵀ * A) *ᵥ w) = Aᵀ *ᵥ b := by
  have hs : (Aᵀ * A)ᵀ = Aᵀ * A := by rw [Matrix.transpose_mul, Matrix.transpose_transpose]
  -- the two ranges are nested and have the same dimension
  have hr : LinearMap.range ((Aᵀ * A) * (Aᵀ * A)).mulVecLin
      = LinearMap.range Aᵀ.mulVecLin := by
    apply Submodule.eq_of_le_of_finrank_eq
    · rintro _ ⟨x, rfl⟩
      exact ⟨A *ᵥ ((Aᵀ * A) *ᵥ x), by simp [Matrix.mulVec_mulVec, Matrix.mul_assoc]⟩
    · change ((Aᵀ * A) * (Aᵀ * A)).rank = Aᵀ.rank
      calc ((Aᵀ * A) * (Aᵀ * A)).rank = ((Aᵀ * A)ᵀ * (Aᵀ * A)).rank := by rw [hs]
        _ = (Aᵀ * A).rank := Matrix.rank_transpose_mul_self _
        _ = Aᵀ.rank := by rw [Matrix.rank_transpose_mul_self, Matrix.rank_transpose]
  have hb : Aᵀ *ᵥ b ∈ LinearMap.range Aᵀ.mulVecLin := ⟨b, rfl⟩
  rw [← hr] at hb
  obtain ⟨w, hw⟩ := hb
  exact ⟨w, (Matrix.mulVec_mulVec _ _ _).trans hw⟩

end

end ExistsSource
```

The error:

```
Main.lean:20:35: error: unsolved goals
m : Type u_1
n : Type u_2
inst✝¹ : Fintype m
inst✝ : Fintype n
A : Matrix m n ℝ
b : m → ℝ
hs : (Aᵀ * A)ᵀ = Aᵀ * A
x : n → ℝ
⊢ ((A * (Aᵀ * A)) *ᵥ x) ᵥ* A = (A *ᵥ (A *ᵥ x) ᵥ* A) ᵥ* A
```

Cause. The error is in the inclusion of the ranges, where `simp` has to show that Aᵀ applied to A(AᵀA)x is (AᵀA)(AᵀA)x. The equation is true, but `simp` rewrites its two sides into different forms and stops. On the left, `Matrix.mulVec_mulVec` merges the witness `A *ᵥ ((Aᵀ * A) *ᵥ x)` into `(A * (Aᵀ * A)) *ᵥ x`. The right side starts as the linear map `mulVecLin` of a matrix product, applied to `x`. The simp lemma `Matrix.mulVecLin_mul` turns this map into a composition, so the product is broken up into successive actions on `x`. `simp` also rewrites the actions of `Aᵀ` on vectors as multiplications by `A` from the right, written `ᵥ*`. `Matrix.mulVec_mulVec` merges only nested `*ᵥ` products, so it can't merge the right side's steps across `ᵥ*`.

The repair does without `simp`. `refine` keeps the same witness and leaves the equation as a goal, which `change` then states with `*ᵥ` in place of `mulVecLin`. The two rewrites use `Matrix.mulVec_mulVec` backwards, with explicit arguments. The first splits the right side into `Aᵀ * A` acting on `(Aᵀ * A) *ᵥ x`, and the second splits that outer `Aᵀ * A` into `A` followed by `Aᵀ`. The two sides are then identical, and `rw` closes the goal.

Lean accepts the file once it reads:

```diff
@@ -18,5 +18,8 @@
     apply Submodule.eq_of_le_of_finrank_eq
     · rintro _ ⟨x, rfl⟩
-      exact ⟨A *ᵥ ((Aᵀ * A) *ᵥ x), by simp [Matrix.mulVec_mulVec, Matrix.mul_assoc]⟩
+      refine ⟨A *ᵥ ((Aᵀ * A) *ᵥ x), ?_⟩
+      change Aᵀ *ᵥ (A *ᵥ ((Aᵀ * A) *ᵥ x)) = ((Aᵀ * A) * (Aᵀ * A)) *ᵥ x
+      rw [← Matrix.mulVec_mulVec x (Aᵀ * A) (Aᵀ * A),
+        ← Matrix.mulVec_mulVec ((Aᵀ * A) *ᵥ x) Aᵀ A]
     · change ((Aᵀ * A) * (Aᵀ * A)).rank = Aᵀ.rank
       calc ((Aᵀ * A) * (Aᵀ * A)).rank = ((Aᵀ * A)ᵀ * (Aᵀ * A)).rank := by rw [hs]
```
